# Passband and first zero of the transfer function at extended Scherzer defocus

Let $D=2/\sqrt3$ be the extended Scherzer defocus in reduced units, and let
$$X(u)=\pi\left(\frac{u^4}{2}-Du^2\right)$$
be the aberration phase, at reduced spatial frequency $u$, of an electron lens with only defocus and positive third-order spherical aberration. For a weak phase object and coherent illumination, the transfer function is proportional to $\sin X$. Then:

- the least value of $X$ is $-2\pi/3$;
- $\sin X(u)\le-\sqrt3/2$ whenever $|u^2-D|\le\sqrt{2/3}$;
- the smallest positive zero of $\sin X$ is $u=\sqrt{2D}$.

Up to $u^2=2D$, the window in the second statement contains every frequency at which the sine is that strongly negative.

## The lens phase and its reduced units

For a weak phase object imaged with coherent illumination by a lens with only defocus and third-order spherical aberration, the contrast at spatial frequency $k$ is proportional to the sine of the aberration phase
$$\chi(k)=\pi\left(\frac{C_s\lambda^3k^4}{2}-\Delta f\,\lambda k^2\right).$$
Here $C_s>0$ is the coefficient of third-order spherical aberration, $\lambda$ the electron wavelength and $\Delta f$ the defocus, counted positive for underfocus. The frequency $k$ is an inverse period, without a factor $2\pi$.

Put $a=(C_s\lambda^3)^{1/4}$, $u=ak$ and $\Delta f=D\sqrt{C_s\lambda}$. Since $a^4=C_s\lambda^3$ and $a^2=\lambda\sqrt{C_s\lambda}$,
$$\frac{u^4}{2}-Du^2=\frac{C_s\lambda^3k^4}{2}-D\sqrt{C_s\lambda}\,\lambda k^2 ,$$
so $\chi(k)=X(u)$. One number, $D$, now fixes the shape of the curve.

## A parabola in $u^2$

Completing the square gives, for any $D$,
$$X(u)=\frac{\pi}{2}(u^2-D)^2-\frac{\pi D^2}{2}.$$
For $D=2/\sqrt3$ we have $D^2=4/3$, hence
$$X(u)=\frac{\pi}{2}(u^2-D)^2-\frac{2\pi}{3}.$$
The square is never negative and vanishes at $u=\sqrt D$, so the minimum is $-2\pi/3$. There the sine is exactly $-\sqrt3/2$: this defocus places the bottom of the phase curve at the edge of the range in which the sine is strong enough.

## The band of strong transfer

If $|u^2-D|\le\sqrt{2/3}$, then $0\le(u^2-D)^2\le2/3$, and therefore
$$-\frac{2\pi}{3}\le X(u)\le-\frac{\pi}{3}.$$
This is the interval of half-width $\pi/6$ around $-\pi/2$. On it $\sin X\le-\sqrt3/2$, because $\sin x=-\cos|x+\pi/2|$ and the cosine decreases from $0$ to $\pi/6$, where it equals $\sqrt3/2$.

Conversely, let $u^2\le2D$ and $\sin X(u)\le-\sqrt3/2$. Then $(u^2-D)^2\le D^2=4/3$, so $X$ lies in $[-2\pi/3,0]$. In that interval the condition on the sine forces $X\le-\pi/3$, which gives $(u^2-D)^2\le2/3$. The restriction $u^2\le2D$ matters, since at higher frequencies the phase grows and the sine returns to $-1$ again and again.

## When the first zero is at $\sqrt{2D}$

Let $D>0$ be arbitrary. The phase factorises as
$$X(u)=\frac{\pi}{2}u^2(u^2-2D),$$
so it vanishes at $u=\sqrt{2D}$ and is negative for $0<u<\sqrt{2D}$. It is also at least $-\pi D^2/2$.

If $D^2<2$, this lower bound exceeds $-\pi$. The phase then stays strictly between $-\pi$ and $0$ before $\sqrt{2D}$, the sine is negative there, and no earlier zero exists.

If $D^2\ge2$, take $u^2=D-\sqrt{D^2-2}$. This number is positive and smaller than $2D$, and $(u^2-D)^2=D^2-2$ gives $X(u)=-\pi$, which is an earlier zero. Thus $\sqrt{2D}$ is the first zero exactly when $D^2<2$, and $D^2=4/3$ satisfies this.

For $D=2/\sqrt3$ the first zero in physical units is
$$k_0=\frac{\sqrt{4/\sqrt3}}{(C_s\lambda^3)^{1/4}} .$$
Its inverse is what is usually called the point resolution of the microscope, here for a lens with only defocus and third-order spherical aberration and a weakly scattering object.

## The phase in an image-simulation code

A program for linear imaging of a weak phase object evaluates $\chi$ on a grid of frequencies with all lengths in one unit, and multiplies the Fourier coefficients of the object's phase shift by a factor proportional to $\sin\chi$. A simulation that goes beyond this approximation instead applies a complex factor of phase $\pm\chi$, with the sign set by convention, to the Fourier coefficients of the exit wave, and takes the squared modulus of the resulting image wave. As round illustrative inputs take $C_s=10^7$ Å and $\lambda=0.025$ Å. Then $\sqrt{C_s\lambda}=500$ Å, the defocus is about $577$ Å, and $(C_s\lambda^3)^{1/4}\approx3.536$ Å. The computed curve of $\sin\chi$ should stay at or below $-\sqrt3/2$ from about $0.164$ to $0.397$ Å$^{-1}$ and change sign at $k_0\approx0.430$ Å$^{-1}$, which corresponds to $2.33$ Å. A search for the first zero must exclude $k=0$, where the sine also vanishes. Codes that count overfocus as positive need the opposite sign of $\Delta f$.

## The Lean file

```lean
import Mathlib

open Real

namespace ExtendedScherzer

noncomputable section

/-- The aberration phase of an objective lens with spherical aberration `Cs`, electron
wavelength `lam` and underfocus `df`, at spatial frequency `k`. -/
def aberrationPhase (Cs lam df k : ℝ) : ℝ :=
  π * (Cs * lam ^ 3 * k ^ 4 / 2 - df * lam * k ^ 2)

/-- The aberration phase in reduced units, at reduced defocus `D` and reduced spatial
frequency `u`. -/
def reducedPhase (D u : ℝ) : ℝ := π * (u ^ 4 / 2 - D * u ^ 2)

/-- The extended Scherzer defocus in reduced units, `2/√3`. -/
def scherzer : ℝ := 2 / √3

lemma scherzer_pos : 0 < scherzer := by
  unfold scherzer
  positivity

lemma scherzer_sq : scherzer ^ 2 = 4 / 3 := by
  unfold scherzer
  rw [div_pow, Real.sq_sqrt (by norm_num)]
  norm_num

/-- For nonnegative `Cs` and `lam`, the aberration phase at underfocus `D √(Cs lam)` and spatial
frequency `k` equals the reduced phase at `D` and `(Cs lam³)^(1/4) k`. -/
theorem aberrationPhase_eq_reduced {Cs lam : ℝ} (hC : 0 ≤ Cs) (hl : 0 ≤ lam) (D k : ℝ) :
    aberrationPhase Cs lam (D * √(Cs * lam)) k
      = reducedPhase D (√(√(Cs * lam ^ 3)) * k) := by
  have h1 : √(Cs * lam ^ 3) = lam * √(Cs * lam) := by
    rw [show Cs * lam ^ 3 = lam ^ 2 * (Cs * lam) by ring, Real.sqrt_mul (sq_nonneg _),
      Real.sqrt_sq hl]
  have h2 : √(√(Cs * lam ^ 3)) ^ 2 = √(Cs * lam ^ 3) := Real.sq_sqrt (Real.sqrt_nonneg _)
  have h3 : √(Cs * lam ^ 3) ^ 2 = Cs * lam ^ 3 := Real.sq_sqrt (by positivity)
  have h4 : √(√(Cs * lam ^ 3)) ^ 4 = Cs * lam ^ 3 := by
    calc √(√(Cs * lam ^ 3)) ^ 4 = (√(√(Cs * lam ^ 3)) ^ 2) ^ 2 := by rw [← pow_mul]
      _ = Cs * lam ^ 3 := by rw [h2, h3]
  unfold aberrationPhase reducedPhase
  rw [mul_pow, mul_pow, h4, h2, h1]
  ring

/-- The reduced phase is a parabola in `u²` with its vertex at `u² = D`. -/
theorem reducedPhase_eq_square (D u : ℝ) :
    reducedPhase D u = π / 2 * (u ^ 2 - D) ^ 2 - π * D ^ 2 / 2 := by
  unfold reducedPhase
  ring

/-- For a phase between `-3π/2` and `π/2`, the sine is at most `-√3/2` exactly when the phase
lies within `π/6` of `-π/2`. -/
theorem sin_le_iff {x : ℝ} (h1 : -(3 * π / 2) ≤ x) (h2 : x ≤ π / 2) :
    sin x ≤ -(√3 / 2) ↔ |x + π / 2| ≤ π / 6 := by
  have e : sin x = -cos |x + π / 2| := by
    rw [Real.cos_abs, Real.cos_add_pi_div_two, neg_neg]
  have ht : |x + π / 2| ≤ π := abs_le.mpr ⟨by linarith, by linarith⟩
  rw [e, ← Real.cos_pi_div_six]
  constructor
  · intro h
    by_contra hc
    have := Real.cos_lt_cos_of_nonneg_of_le_pi (by positivity) ht (not_le.mp hc)
    linarith
  · intro h
    have := Real.cos_le_cos_of_nonneg_of_le_pi (abs_nonneg _) (by linarith [Real.pi_pos]) h
    linarith

/-- At extended Scherzer defocus, the frequencies with `u² ≤ 2D` at which `sin X ≤ -√3/2`
are exactly those with `|u² - D| ≤ √(2/3)`. -/
theorem passband_iff (u : ℝ) :
    (u ^ 2 ≤ 2 * scherzer ∧ sin (reducedPhase scherzer u) ≤ -(√3 / 2)) ↔
      |u ^ 2 - scherzer| ≤ √(2 / 3) := by
  have hp := Real.pi_pos
  have hD := scherzer_pos
  have hD2 := scherzer_sq
  have hX : reducedPhase scherzer u = π / 2 * (u ^ 2 - scherzer) ^ 2 - 2 * π / 3 := by
    rw [reducedPhase_eq_square, hD2]
    ring
  -- up to `u² = 2D` the phase stays within the range of `sin_le_iff`
  have key : u ^ 2 ≤ 2 * scherzer → (sin (reducedPhase scherzer u) ≤ -(√3 / 2) ↔
      |reducedPhase scherzer u + π / 2| ≤ π / 6) := by
    intro hu
    have hw : (u ^ 2 - scherzer) ^ 2 ≤ 4 / 3 := by
      nlinarith [mul_nonneg (sq_nonneg u) (sub_nonneg.mpr hu)]
    have hm := mul_le_mul_of_nonneg_left hw hp.le
    have hn := mul_nonneg hp.le (sq_nonneg (u ^ 2 - scherzer))
    exact sin_le_iff (by rw [hX]; linarith) (by rw [hX]; linarith)
  constructor
  · rintro ⟨hu, hs⟩
    have h := (abs_le.mp ((key hu).mp hs)).2
    rw [hX] at h
    apply Real.abs_le_sqrt
    by_contra hc
    have := mul_lt_mul_of_pos_left (not_le.mp hc) hp
    linarith
  · intro h
    have hw := pow_le_pow_left₀ (abs_nonneg _) h 2
    rw [sq_abs, Real.sq_sqrt (by norm_num)] at hw
    have hu : u ^ 2 ≤ 2 * scherzer := by
      by_contra hc
      have hc' := not_le.mp hc
      nlinarith
    refine ⟨hu, (key hu).mpr ?_⟩
    have hm := mul_le_mul_of_nonneg_left hw hp.le
    have hn := mul_nonneg hp.le (sq_nonneg (u ^ 2 - scherzer))
    rw [hX]
    exact abs_le.mpr ⟨by linarith, by linarith⟩

/-- For positive reduced defocus `D`, the smallest positive zero of `sin X` is `√(2D)` exactly
when `D² < 2`. -/
theorem first_zero_iff {D : ℝ} (hD : 0 < D) :
    IsLeast {u : ℝ | 0 < u ∧ sin (reducedPhase D u) = 0} (√(2 * D)) ↔ D ^ 2 < 2 := by
  have hp := Real.pi_pos
  have hr : √(2 * D) ^ 2 = 2 * D := Real.sq_sqrt (by positivity)
  constructor
  · intro h
    by_contra hc
    have hc' := not_lt.mp hc
    -- the phase equals `-π` already at `u² = D - √(D² - 2)`
    have hs : √(D ^ 2 - 2) ^ 2 = D ^ 2 - 2 := Real.sq_sqrt (by linarith)
    have hs0 := Real.sqrt_nonneg (D ^ 2 - 2)
    have hsD : √(D ^ 2 - 2) < D := by nlinarith
    have hu : √(D - √(D ^ 2 - 2)) ^ 2 = D - √(D ^ 2 - 2) := Real.sq_sqrt (by linarith)
    have hX : reducedPhase D (√(D - √(D ^ 2 - 2))) = -π := by
      rw [reducedPhase_eq_square, hu]
      linear_combination π / 2 * hs
    have hle := h.2 ⟨Real.sqrt_pos.mpr (sub_pos.mpr hsD), by
      rw [hX, Real.sin_neg, Real.sin_pi, neg_zero]⟩
    have hlt : √(D - √(D ^ 2 - 2)) < √(2 * D) :=
      Real.sqrt_lt_sqrt (by linarith) (by linarith)
    exact absurd hle (not_le_of_gt hlt)
  · intro h
    refine ⟨⟨Real.sqrt_pos.mpr (by positivity), ?_⟩, ?_⟩
    · have hX : reducedPhase D (√(2 * D)) = 0 := by
        rw [reducedPhase_eq_square, hr]
        ring
      rw [hX, Real.sin_zero]
    · rintro v ⟨hv, hz⟩
      by_contra hc
      have hv2 := pow_lt_pow_left₀ (not_le.mp hc) hv.le two_ne_zero
      rw [hr] at hv2
      -- before `√(2D)` the phase lies strictly between `-π` and `0`
      have hneg : reducedPhase D v < 0 := by
        have hq : 0 < π * (v ^ 2 * (2 * D - v ^ 2)) :=
          mul_pos hp (mul_pos (by positivity) (by linarith))
        unfold reducedPhase
        linarith
      have hgt : -π < reducedPhase D v := by
        have hm := mul_lt_mul_of_pos_left h hp
        have hn := mul_nonneg hp.le (sq_nonneg (v ^ 2 - D))
        rw [reducedPhase_eq_square]
        linarith
      exact absurd hz (Real.sin_neg_of_neg_of_neg_pi_lt hneg hgt).ne

/-- At extended Scherzer defocus `D = 2/√3` the least phase is `-2π/3`, `sin X ≤ -√3/2` wherever
`|u² - D| ≤ √(2/3)`, and the smallest positive zero of `sin X` is `√(2D)`. -/
theorem extended_scherzer :
    IsLeast (Set.range (reducedPhase scherzer)) (-(2 * π / 3)) ∧
    (∀ u : ℝ, |u ^ 2 - scherzer| ≤ √(2 / 3) →
      sin (reducedPhase scherzer u) ≤ -(√3 / 2)) ∧
    IsLeast {u : ℝ | 0 < u ∧ sin (reducedPhase scherzer u) = 0} (√(2 * scherzer)) := by
  refine ⟨⟨⟨√scherzer, ?_⟩, ?_⟩, fun u hu => ((passband_iff u).mpr hu).2,
    (first_zero_iff scherzer_pos).mpr (by rw [scherzer_sq]; norm_num)⟩
  · rw [reducedPhase_eq_square, Real.sq_sqrt scherzer_pos.le, scherzer_sq]
    ring
  · rintro _ ⟨u, rfl⟩
    have hn := mul_nonneg Real.pi_pos.le (sq_nonneg (u ^ 2 - scherzer))
    rw [reducedPhase_eq_square, scherzer_sq]
    linarith

/-- For positive `Cs` and `lam`, at underfocus `(2/√3) √(Cs lam)` the smallest positive spatial
frequency at which the sine of the aberration phase vanishes is `√(4/√3) (Cs lam³)^(-1/4)`. -/
theorem point_resolution {Cs lam : ℝ} (hC : 0 < Cs) (hl : 0 < lam) :
    IsLeast {k : ℝ | 0 < k ∧ sin (aberrationPhase Cs lam (scherzer * √(Cs * lam)) k) = 0}
      (√(2 * scherzer) / √(√(Cs * lam ^ 3))) := by
  have ha : 0 < √(√(Cs * lam ^ 3)) :=
    Real.sqrt_pos.mpr (Real.sqrt_pos.mpr (by positivity))
  obtain ⟨⟨h0, hz⟩, hmin⟩ := extended_scherzer.2.2
  refine ⟨⟨div_pos h0 ha, ?_⟩, ?_⟩
  · rw [aberrationPhase_eq_reduced hC.le hl.le, mul_div_cancel₀ _ ha.ne']
    exact hz
  · rintro k ⟨hk, hkz⟩
    rw [aberrationPhase_eq_reduced hC.le hl.le] at hkz
    rw [div_le_iff₀ ha, mul_comm k]
    exact hmin ⟨mul_pos ha hk, hkz⟩

end

end ExtendedScherzer
```

```lean
#print axioms ExtendedScherzer.extended_scherzer
#print axioms ExtendedScherzer.point_resolution
```

```
'ExtendedScherzer.extended_scherzer' depends on axioms: [propext, Classical.choice, Quot.sound]
'ExtendedScherzer.point_resolution' depends on axioms: [propext, Classical.choice, Quot.sound]
```

## The theorems in words

`aberrationPhase Cs lam df k` is $\chi(k)$, `reducedPhase D u` is $X(u)$ for a general reduced defocus, and `scherzer` is $2/\sqrt3$. All arguments are real numbers, and units are left to the reader. The fourth root is written as a square root of a square root.

`IsLeast S a` says that `a` belongs to the set `S` and that no element of `S` is smaller. In `extended_scherzer` it is used twice: for the range of the phase over all real $u$, so that the minimum is attained, and for the set of positive zeros of the sine. The middle part of that theorem is the bound inside the window. `passband_iff` adds the converse for $u^2\le2D$, and `first_zero_iff` treats every $D>0$. `point_resolution` assumes positive $C_s$ and $\lambda$ and gives $k_0$.

The theorems concern the phase function and its sine. The link from the sine to image contrast is the weak-phase approximation, which enters as physics and not as a hypothesis. Damping by partial coherence, astigmatism, higher aberrations and amplitude contrast are absent from the model.

## From the algebra to the proof

`scherzer_pos` and `scherzer_sq` supply $D>0$ and $D^2=4/3$. `aberrationPhase_eq_reduced` carries out the change of units: its intermediate facts `h1` to `h4` evaluate the second and fourth powers of $a$, and `ring` compares the two polynomials. `reducedPhase_eq_square` completes the square.

`sin_le_iff` is the trigonometric step. It rewrites the sine as $-\cos|x+\pi/2|$ and uses the monotonicity of the cosine on $[0,\pi]$ in both directions. Its hypotheses, $-3\pi/2\le x\le\pi/2$, select one period.

In `passband_iff`, the statement `key` shows that $u^2\le2D$ keeps the phase within that period, so that `sin_le_iff` applies. The forward direction then turns the upper bound on the phase into $(u^2-D)^2\le2/3$ and takes the root with `Real.abs_le_sqrt`. The backward direction squares the window condition, derives $u^2\le2D$ from it by contradiction, and bounds the phase from both sides.

`first_zero_iff` has the two cases of the derivation. For $D^2\ge2$ it constructs the point with phase $-\pi$, which contradicts the minimality of $\sqrt{2D}$. For $D^2<2$ it takes a supposed earlier zero `v` and proves `hneg` and `hgt`, the bounds $X<0$ and $X>-\pi$; the sine is then strictly negative, so `v` is not a zero.

`extended_scherzer` assembles these results and obtains the minimum from the completed square, with $u=\sqrt D$ as the point where it is attained. `point_resolution` transfers the last part to physical units: a positive zero `k` of $\sin\chi$ becomes the positive zero $ak$ of $\sin X$, so $\sqrt{2D}\le ak$, and division by $a>0$ gives the bound on `k`.
